# In finite dimension, a perturbation V turns a ground state with gap g by an angle whose sine is at most 2‖V‖/g

Take two levels with energies 0 and g > 0 and ground state e₁. A perturbation raises the lower level by g/2 and lowers the upper by g/2. The levels now coincide, and the orthogonal state e₂ is also a ground state. Moving from e₁ to e₂ costs g in unperturbed energy and gains g/2 − (−g/2) = g in perturbation energy.

The same balance limits the rotation in general. Let H₀ and V be Hermitian, u the normalised ground state of H₀, separated by a gap g > 0 from the other levels, and w a normalised ground state of H₀ + V. The sine of the angle between the two states is √(1 − |⟨u,w⟩|²), and ‖V‖ is the largest absolute value of an eigenvalue of V. Then

1 − |⟨u,w⟩|² ≤ (⟨u,Vu⟩ − ⟨w,Vw⟩)/g,

√(1 − |⟨u,w⟩|²) ≤ 2‖V‖/g.

For a Hamiltonian matrix in a finite basis, as in configuration interaction, this limits the change of the ground state when a term V is added or neglected. The second bound says something only if ‖V‖ < g/2, since a sine never exceeds 1. The step from there to the complete-basis limit, with its unbounded operators, is left open.

## States, energies and the gap

The state space `K` is a complex inner product space, with the inner product conjugate-linear in its first argument.

In Lean 4 with Mathlib:

```lean
import Mathlib

open ComplexConjugate

namespace GroundStateRotation

noncomputable section

variable {K : Type*} [NormedAddCommGroup K] [InnerProductSpace ℂ K]
```

Expectation values are defined as real parts, which loses nothing for Hermitian operators.

```lean
/-- The expectation value `⟨x, A x⟩` (its real part) of an operator in the state `x`. -/
def expect (A : K →L[ℂ] K) (x : K) : ℝ := (inner ℂ x (A x)).re
```

A ground state is a unit eigenvector of the lowest eigenvalue, which may be degenerate.

```lean
/-- `w` is a unit eigenvector of `H` belonging to its lowest real eigenvalue `E`. -/
structure IsGround (H : K →L[ℂ] K) (E : ℝ) (w : K) : Prop where
  unit : ‖w‖ = 1
  eigen : H w = (E : ℂ) • w
  lowest : ∀ (μ : ℝ) (y : K), y ≠ 0 → H y = (μ : ℂ) • y → E ≤ μ
```

For u, every eigenvector orthogonal to it must have energy at least E + g. The number g may be any lower bound on the true gap. In one dimension the condition is empty.

```lean
/-- `u` is a unit eigenvector of `H` with energy `E`, and every real eigenvalue that has an
eigenvector orthogonal to `u` is at least `E + g`. -/
structure IsGapped (H : K →L[ℂ] K) (E g : ℝ) (u : K) : Prop where
  unit : ‖u‖ = 1
  eigen : H u = (E : ℂ) • u
  gap : ∀ (μ : ℝ) (y : K), y ≠ 0 → inner ℂ u y = 0 → H y = (μ : ℂ) • y → E + g ≤ μ
```

If Ax = Ex and ‖x‖ = 1, then ⟨x,Ax⟩ = E⟨x,x⟩ = E.

```lean
/-- In a unit eigenvector with a real eigenvalue, the expectation value is that eigenvalue. -/
theorem expect_eigen {A : K →L[ℂ] K} {E : ℝ} {x : K} (hx : ‖x‖ = 1)
    (h : A x = (E : ℂ) • x) : expect A x = E := by
  unfold expect
  rw [h, inner_smul_right, inner_self_eq_norm_sq_to_K, hx]
  simp
```

## How much perturbation energy a rotation can gain

Let c = ⟨u,w⟩. Choose a phase factor θ (a complex number of modulus 1, not an angle) with θc = |c|, and set z = θw. Then ⟨z,Vz⟩ = ⟨w,Vw⟩, and

‖u − z‖² = 2 − 2|c|, ‖u + z‖² = 2 + 2|c|,

so ‖u − z‖‖u + z‖ = 2√(1 − |c|²). Since V is Hermitian, Re⟨u,Vz⟩ = Re⟨z,Vu⟩, the cross terms cancel, and

⟨u,Vu⟩ − ⟨z,Vz⟩ = Re⟨u − z, V(u + z)⟩ ≤ ‖u − z‖ ‖V‖ ‖u + z‖ = 2‖V‖√(1 − |c|²).

The inequality is Cauchy–Schwarz (`norm_inner_le_norm`) followed by the definition of the operator norm ‖V‖.

```lean
/-- The expectation values of a Hermitian `V` in two unit states differ by at most `2‖V‖` times
the sine of the angle between the states. -/
theorem expect_sub_le {V : K →L[ℂ] K} (hV : (V : K →ₗ[ℂ] K).IsSymmetric) {u w : K}
    (hu : ‖u‖ = 1) (hw : ‖w‖ = 1) :
    expect V u - expect V w ≤ 2 * ‖V‖ * √(1 - ‖inner ℂ u w‖ ^ 2) := by
  obtain ⟨c, hc⟩ : ∃ c : ℂ, c = inner ℂ u w := ⟨_, rfl⟩
  -- a phase that makes the overlap real and nonnegative
  obtain ⟨θ, hθ, hθc⟩ : ∃ θ : ℂ, ‖θ‖ = 1 ∧ θ * c = (‖c‖ : ℂ) := by
    by_cases h : c = 0
    · exact ⟨1, by simp, by simp [h]⟩
    · have hn : ‖c‖ ≠ 0 := norm_ne_zero_iff.2 h
      refine ⟨conj c / (‖c‖ : ℂ), ?_, ?_⟩
      · rw [norm_div, RCLike.norm_conj, Complex.norm_real, norm_norm, div_self hn]
      · rw [div_mul_eq_mul_div, Complex.conj_mul', div_eq_iff (by exact_mod_cast hn), sq]
  obtain ⟨z, hz⟩ : ∃ z : K, z = θ • w := ⟨_, rfl⟩
  have hzn : ‖z‖ = 1 := by rw [hz, norm_smul, hθ, hw, one_mul]
  have hzV : expect V z = expect V w := by
    unfold expect
    rw [hz, map_smul, inner_smul_left, inner_smul_right, ← mul_assoc, Complex.conj_mul', hθ]
    simp
  have hre : RCLike.re (inner ℂ u z) = ‖c‖ := by
    rw [hz, inner_smul_right, ← hc, hθc]
    exact Complex.ofReal_re _
  have hp : ‖u - z‖ ^ 2 = 2 - 2 * ‖c‖ := by
    rw [norm_sub_sq (𝕜 := ℂ), hre, hu, hzn]; ring
  have hq : ‖u + z‖ ^ 2 = 2 + 2 * ‖c‖ := by
    rw [norm_add_sq (𝕜 := ℂ), hre, hu, hzn]; ring
  have hs : ‖u - z‖ * ‖u + z‖ / 2 ≤ √(1 - ‖c‖ ^ 2) := by
    refine (le_abs_self _).trans (Real.abs_le_sqrt (le_of_eq ?_))
    rw [div_pow, mul_pow, hp, hq]; ring
  -- the difference of expectation values is the real part of a single matrix element
  have hd : expect V u - expect V z = (inner ℂ (u - z) (V (u + z))).re := by
    have h1 : inner ℂ (V z) u = inner ℂ z (V u) := hV z u
    have h2 : (inner ℂ z (V u)).re = (inner ℂ u (V z)).re := by
      rw [← h1, ← inner_conj_symm (V z) u, Complex.conj_re]
    rw [map_add, inner_sub_left, inner_add_right, inner_add_right]
    simp only [expect, Complex.sub_re, Complex.add_re]
    linarith
  rw [← hc, ← hzV, hd]
  calc (inner ℂ (u - z) (V (u + z))).re ≤ ‖inner ℂ (u - z) (V (u + z))‖ := Complex.re_le_norm _
    _ ≤ ‖u - z‖ * ‖V (u + z)‖ := norm_inner_le_norm _ _
    _ ≤ ‖u - z‖ * (‖V‖ * ‖u + z‖) := by gcongr; exact V.le_opNorm _
    _ = 2 * ‖V‖ * (‖u - z‖ * ‖u + z‖ / 2) := by ring
    _ ≤ 2 * ‖V‖ * √(1 - ‖c‖ ^ 2) := by gcongr
```

## How much unperturbed energy it costs

From here on `K` is finite-dimensional, so a Hermitian A (`IsSymmetric`) has an orthonormal eigenbasis bᵢ with eigenvalues evᵢ. If y is orthogonal to all eigenvectors with eigenvalue below m, those terms vanish in

⟨y,Ay⟩ = Σᵢ evᵢ|⟨bᵢ,y⟩|² ≥ m Σᵢ|⟨bᵢ,y⟩|² = m‖y‖².

```lean
variable [FiniteDimensional ℂ K]

/-- If `y` is orthogonal to all eigenvectors of a Hermitian `A` with eigenvalue below `m`, then
`⟨y, A y⟩` is at least `m‖y‖²`. -/
theorem spectral_lower_bound {A : K →L[ℂ] K} (hA : (A : K →ₗ[ℂ] K).IsSymmetric) (m : ℝ) (y : K)
    (h : ∀ (μ : ℝ) (x : K), A x = (μ : ℂ) • x → μ < m → inner ℂ x y = 0) :
    m * ‖y‖ ^ 2 ≤ expect A y := by
  obtain ⟨b, ev, hb⟩ : ∃ (b : OrthonormalBasis (Fin (Module.finrank ℂ K)) ℂ K)
      (ev : Fin (Module.finrank ℂ K) → ℝ), ∀ i, A (b i) = (ev i : ℂ) • b i :=
    ⟨hA.eigenvectorBasis rfl, hA.eigenvalues rfl, fun i => hA.apply_eigenvectorBasis rfl i⟩
  -- the expectation value is the sum of the eigenvalues weighted by `‖⟨bᵢ, y⟩‖²`
  have e1 : expect A y = ∑ i, ev i * ‖inner ℂ (b i) y‖ ^ 2 := by
    unfold expect
    rw [← b.sum_inner_mul_inner y (A y), Complex.re_sum]
    refine Finset.sum_congr rfl fun i _ => ?_
    have h2 : inner ℂ (A (b i)) y = inner ℂ (b i) (A y) := hA (b i) y
    rw [← h2, hb, inner_smul_left, Complex.conj_ofReal, ← inner_conj_symm y (b i),
      Complex.sq_norm, Complex.normSq_apply]
    simp only [Complex.mul_re, Complex.mul_im, Complex.conj_re, Complex.conj_im,
      Complex.ofReal_re, Complex.ofReal_im]
    ring
  rw [e1, ← b.sum_sq_norm_inner_right y, Finset.mul_sum]
  refine Finset.sum_le_sum fun i _ => ?_
  rcases lt_or_ge (ev i) m with hi | hi
  · rw [h _ _ (hb i) hi]; simp
  · gcongr
```

With m = E, the lowest eigenvalue, there are no eigenvectors below m, and every unit x satisfies ⟨x,Hx⟩ ≥ E. This is the ground-state inequality alone, without a statement about higher Ritz values.

```lean
/-- Rayleigh-Ritz principle: no unit state has an energy expectation value below the lowest
eigenvalue of a Hermitian `H`. -/
theorem rayleigh_ritz {H : K →L[ℂ] K} (hH : (H : K →ₗ[ℂ] K).IsSymmetric) {E : ℝ} {w x : K}
    (hw : IsGround H E w) (hx : ‖x‖ = 1) : E ≤ expect H x := by
  have h := spectral_lower_bound hH E x (fun μ z hz hμ => by
    by_contra hne
    have hz0 : z ≠ 0 := by
      rintro rfl
      exact hne (inner_zero_left _)
    exact absurd (hw.lowest μ z hz0 hz) (not_le_of_gt hμ))
  rw [hx] at h
  linarith
```

For the gap, write w = cu + y with ⟨u,y⟩ = 0, so ‖y‖² = 1 − |c|². Because ⟨u,Hy⟩ = E⟨u,y⟩ = 0,

⟨w,Hw⟩ = |c|²E + ⟨y,Hy⟩.

Suppose Hx = μx with μ < E + g, and let d = ⟨u,x⟩. Hermiticity gives Ed = μd, so H(x − du) = μ(x − du). This vector is orthogonal to u, and the gap condition forces it to vanish. Hence x = du is orthogonal to y, and the previous bound with m = E + g gives

⟨w,Hw⟩ ≥ |c|²E + (E + g)(1 − |c|²) = E + g(1 − |c|²).

```lean
/-- For a Hermitian `H` with gapped state `u`, a unit state `w` costs at least the energy `g`
times its weight outside `u`. -/
theorem gap_bound {H : K →L[ℂ] K} (hH : (H : K →ₗ[ℂ] K).IsSymmetric) {E g : ℝ} {u w : K}
    (hu : IsGapped H E g u) (hw : ‖w‖ = 1) :
    E + g * (1 - ‖inner ℂ u w‖ ^ 2) ≤ expect H w := by
  have nn : ∀ x : K, inner ℂ x x = ((‖x‖ ^ 2 : ℝ) : ℂ) := fun x =>
    (inner_self_eq_norm_sq_to_K x).trans (Complex.ofReal_pow _ _).symm
  have huu : inner ℂ u u = (1 : ℂ) := by rw [nn, hu.unit]; simp
  obtain ⟨c, hc⟩ : ∃ c : ℂ, c = inner ℂ u w := ⟨_, rfl⟩
  -- split `w` into its part along `u` and the rest `y`
  obtain ⟨y, hy⟩ : ∃ y : K, y = w - c • u := ⟨_, rfl⟩
  have hwy : w = c • u + y := by rw [hy]; abel
  have huy : inner ℂ u y = (0 : ℂ) := by
    rw [hy, inner_sub_right, inner_smul_right, huu, ← hc]; ring
  have hyu : inner ℂ y u = (0 : ℂ) := by rw [← inner_conj_symm, huy, map_zero]
  have hsym : ∀ x, (E : ℂ) * inner ℂ u x = inner ℂ u (H x) := fun x => by
    have h : inner ℂ (H u) x = inner ℂ u (H x) := hH u x
    rw [← h, hu.eigen, inner_smul_left, Complex.conj_ofReal]
  have huHy : inner ℂ u (H y) = (0 : ℂ) := by rw [← hsym, huy, mul_zero]
  have n : inner ℂ w w = conj c * c + inner ℂ y y := by
    rw [hwy]
    simp only [inner_add_left, inner_add_right, inner_smul_left, inner_smul_right, huu, huy, hyu]
    ring
  have n' : (1 : ℝ) ^ 2 = ‖c‖ ^ 2 + ‖y‖ ^ 2 := by
    rw [nn, nn, Complex.conj_mul', hw] at n
    exact_mod_cast n
  have e : inner ℂ w (H w) = conj c * c * (E : ℂ) + inner ℂ y (H y) := by
    rw [hwy, map_add, map_smul, hu.eigen]
    simp only [inner_add_left, inner_add_right, inner_smul_left, inner_smul_right, huu, hyu, huHy]
    ring
  have e' : expect H w = ‖c‖ ^ 2 * E + expect H y := by
    unfold expect
    rw [e, Complex.conj_mul', Complex.add_re]
    congr 1
    norm_cast
  -- `y` has no component on eigenvectors below the gap
  have low := spectral_lower_bound hH (E + g) y (fun μ x hx hμ => by
    obtain ⟨d, hd⟩ : ∃ d : ℂ, d = inner ℂ u x := ⟨_, rfl⟩
    have hEd : (E : ℂ) * d = μ * d := by rw [hd, hsym, hx, inner_smul_right]
    by_cases hz : x - d • u = 0
    · rw [sub_eq_zero.1 hz, inner_smul_left, huy, mul_zero]
    · refine absurd (hu.gap μ _ hz ?_ ?_) (not_le_of_gt hμ)
      · rw [inner_sub_right, inner_smul_right, huu, ← hd]; ring
      · rw [map_sub, map_smul, hx, hu.eigen, smul_sub, smul_smul, smul_smul, mul_comm d, hEd])
  have hy2 : ‖y‖ ^ 2 = 1 - ‖c‖ ^ 2 := by linarith
  rw [hy2] at low
  rw [← hc, e']
  linarith
```

## Balancing cost against gain

Let E₀ be the energy of u under H₀ and E that of w under H₀ + V. The gap bound and the variational principle give

E₀ + g(1 − |c|²) + ⟨w,Vw⟩ ≤ E ≤ E₀ + ⟨u,Vu⟩.

Subtract and divide by g.

```lean
/-- For Hermitian `H₀` with gap `g > 0` above `u` and Hermitian `V`, the weight outside `u` of a
ground state `w` of `H₀ + V` is at most `(⟨u, V u⟩ - ⟨w, V w⟩) / g`. -/
theorem rotation_sq_le {H₀ V : K →L[ℂ] K} (hH : (H₀ : K →ₗ[ℂ] K).IsSymmetric)
    (hV : (V : K →ₗ[ℂ] K).IsSymmetric) {E₀ E g : ℝ} {u w : K} (hg : 0 < g)
    (hu : IsGapped H₀ E₀ g u) (hw : IsGround (H₀ + V) E w) :
    1 - ‖inner ℂ u w‖ ^ 2 ≤ (expect V u - expect V w) / g := by
  have ha : ∀ x, expect (H₀ + V) x = expect H₀ x + expect V x := fun x => by
    simp [expect]
  have h1 := gap_bound hH hu hw.unit
  have h2 := rayleigh_ritz (H := H₀ + V) (hH.add hV) hw hu.unit
  have h3 := expect_eigen hw.unit hw.eigen
  have h4 := expect_eigen hu.unit hu.eigen
  rw [ha] at h2 h3
  rw [le_div_iff₀ hg]
  linarith
```

With s = √(1 − |c|²), the gain estimate turns this into gs² ≤ 2‖V‖s. If s = 0 the second bound is immediate; otherwise divide by s.

```lean
/-- For Hermitian `H₀` with gap `g > 0` above `u` and Hermitian `V`, the sine of the angle between
`u` and a ground state `w` of `H₀ + V` is at most `2‖V‖ / g`. -/
theorem rotation_le {H₀ V : K →L[ℂ] K} (hH : (H₀ : K →ₗ[ℂ] K).IsSymmetric)
    (hV : (V : K →ₗ[ℂ] K).IsSymmetric) {E₀ E g : ℝ} {u w : K} (hg : 0 < g)
    (hu : IsGapped H₀ E₀ g u) (hw : IsGround (H₀ + V) E w) :
    √(1 - ‖inner ℂ u w‖ ^ 2) ≤ 2 * ‖V‖ / g := by
  have h1 := rotation_sq_le hH hV hg hu hw
  have h2 := expect_sub_le hV hu.unit hw.unit
  rw [le_div_iff₀ hg] at h1 ⊢
  rcases (Real.sqrt_nonneg (1 - ‖inner ℂ u w‖ ^ 2)).eq_or_lt with h0 | h0
  · rw [← h0, zero_mul]; positivity
  · -- divide the quadratic inequality by the sine
    have hs := Real.sq_sqrt (Real.sqrt_pos.1 h0).le
    refine le_of_mul_le_mul_left ?_ h0
    calc _ = √(1 - ‖inner ℂ u w‖ ^ 2) ^ 2 * g := by ring
      _ ≤ 2 * ‖V‖ * √(1 - ‖inner ℂ u w‖ ^ 2) := by rw [hs]; exact h1.trans h2
      _ = _ := by ring
```

In the limit V = 0 both bounds give |⟨u,w⟩| = 1: only the phase can change.

It is not enough that u be a ground state of H₀, with g an arbitrary positive number. Take H₀ = 0 on two levels, u = e₁ and V = diag(ε, −ε) with 0 < ε < g/2. Then w = e₂ and s = 1, while both right-hand sides equal 2ε/g < 1.

## Equality in the two-level system

The opening example uses diagonal operators

diag(a,b)(x₀,x₁) = (ax₀,bx₁)

```lean
/-- The two-level operator `diag(a, b)`. -/
def diagOp (a b : ℝ) : EuclideanSpace ℂ (Fin 2) →L[ℂ] EuclideanSpace ℂ (Fin 2) :=
  LinearMap.toContinuousLinearMap
    { toFun := fun x => !₂[(a : ℂ) * x 0, (b : ℂ) * x 1]
      map_add' := fun x y => by ext i; fin_cases i <;> simp [mul_add]
      map_smul' := fun c x => by ext i; fin_cases i <;> simp [mul_left_comm] }
```

and the two basis states.

```lean
/-- The first basis state of the two-level system. -/
def e₁ : EuclideanSpace ℂ (Fin 2) := !₂[1, 0]

/-- The second basis state of the two-level system. -/
def e₂ : EuclideanSpace ℂ (Fin 2) := !₂[0, 1]
```

Real diagonal entries make the operator Hermitian.

```lean
/-- A real diagonal two-level operator is Hermitian. -/
theorem diagOp_symmetric (a b : ℝ) :
    (diagOp a b : EuclideanSpace ℂ (Fin 2) →ₗ[ℂ] EuclideanSpace ℂ (Fin 2)).IsSymmetric := by
  intro x y
  simp [diagOp, PiLp.inner_apply, Fin.sum_univ_two]
  ring
```

Here H₀ + V = (g/2)·1, so every unit vector is a ground state and w = e₂ is allowed. The first bound reads 1 = (g/2 + g/2)/g. For the second, a direct estimate gives ‖V‖ ≤ g/2, and `rotation_le` itself supplies the opposite inequality, 1 ≤ 2‖V‖/g. Equality holds for every g > 0, so neither bound stays valid for all V if its right-hand side is multiplied by a constant below 1. The example has ‖V‖ = g/2, however. For ‖V‖ much smaller than g, first-order perturbation theory gives a sine of at most about ‖V‖/g, half the second bound.

```lean
/-- For `g > 0`, `H₀ = diag(0, g)` and `V = diag(g/2, -g/2)`, the state `u = e₁` has gap `g` under
`H₀`, `w = e₂` is a ground state of `H₀ + V`, and both rotation bounds are equalities. The operators
are Hermitian by `diagOp_symmetric`. -/
theorem rotation_sharp_witness {g : ℝ} (hg : 0 < g) :
    IsGapped (diagOp 0 g) 0 g e₁ ∧
    IsGround (diagOp 0 g + diagOp (g / 2) (-(g / 2))) (g / 2) e₂ ∧
    1 - ‖inner ℂ e₁ e₂‖ ^ 2 =
      (expect (diagOp (g / 2) (-(g / 2))) e₁ - expect (diagOp (g / 2) (-(g / 2))) e₂) / g ∧
    √(1 - ‖inner ℂ e₁ e₂‖ ^ 2) = 2 * ‖diagOp (g / 2) (-(g / 2))‖ / g := by
  have hu : IsGapped (diagOp 0 g) 0 g e₁ := by
    refine ⟨by simp [e₁, EuclideanSpace.norm_eq, Fin.sum_univ_two], ?_, ?_⟩
    · ext i; fin_cases i <;> simp [diagOp, e₁]
    · intro μ y hy ho h
      have h0 : y 0 = 0 := by simpa [e₁, PiLp.inner_apply, Fin.sum_univ_two] using ho
      have h1 : (g : ℂ) * y 1 = μ * y 1 :=
        congrArg (fun z : EuclideanSpace ℂ (Fin 2) => z 1) h
      have hy1 : y 1 ≠ 0 := fun h1' => hy (by ext i; fin_cases i <;> simp [h0, h1'])
      have hgμ : g = μ := Complex.ofReal_injective (mul_right_cancel₀ hy1 h1)
      linarith
  -- the perturbed Hamiltonian is a multiple of the identity
  have hs : ∀ y, (diagOp 0 g + diagOp (g / 2) (-(g / 2))) y = ((g / 2 : ℝ) : ℂ) • y := by
    intro y
    ext i
    fin_cases i <;> simp [diagOp]
    ring
  have hw : IsGround (diagOp 0 g + diagOp (g / 2) (-(g / 2))) (g / 2) e₂ := by
    refine ⟨by simp [e₂, EuclideanSpace.norm_eq, Fin.sum_univ_two], hs _, fun μ y hy h => ?_⟩
    exact (Complex.ofReal_injective (smul_left_injective ℂ hy ((hs y).symm.trans h))).le
  have ho : inner ℂ e₁ e₂ = (0 : ℂ) := by
    simp [e₁, e₂, PiLp.inner_apply, Fin.sum_univ_two]
  have hV1 : expect (diagOp (g / 2) (-(g / 2))) e₁ = g / 2 :=
    expect_eigen hu.unit (by ext i; fin_cases i <;> simp [diagOp, e₁])
  have hV2 : expect (diagOp (g / 2) (-(g / 2))) e₂ = -(g / 2) :=
    expect_eigen hw.unit (by ext i; fin_cases i <;> simp [diagOp, e₂])
  have hn : ‖diagOp (g / 2) (-(g / 2))‖ ≤ g / 2 := by
    refine ContinuousLinearMap.opNorm_le_bound _ (by positivity) fun x => ?_
    have a0 : diagOp (g / 2) (-(g / 2)) x 0 = ((g / 2 : ℝ) : ℂ) * x 0 := rfl
    have a1 : diagOp (g / 2) (-(g / 2)) x 1 = ((-(g / 2) : ℝ) : ℂ) * x 1 := rfl
    refine (sq_le_sq₀ (norm_nonneg _) (by positivity)).1 (le_of_eq ?_)
    rw [mul_pow, EuclideanSpace.norm_sq_eq, EuclideanSpace.norm_sq_eq, Fin.sum_univ_two,
      Fin.sum_univ_two, a0, a1, norm_mul, norm_mul, Complex.norm_real, Complex.norm_real,
      Real.norm_eq_abs, Real.norm_eq_abs, mul_pow, mul_pow, sq_abs, sq_abs]
    ring
  refine ⟨hu, hw, ?_, le_antisymm
    (rotation_le (diagOp_symmetric _ _) (diagOp_symmetric _ _) hg hu hw) ?_⟩
  · rw [ho, hV1, hV2, eq_div_iff hg.ne', norm_zero]
    ring
  · have h1 : √(1 - ‖(0 : ℂ)‖ ^ 2) = 1 := by simp
    rw [ho, h1, div_le_iff₀ hg]
    linarith

end

end GroundStateRotation
```

```lean
#print axioms GroundStateRotation.rotation_le
-- 'GroundStateRotation.rotation_le' depends on axioms: [propext, Classical.choice, Quot.sound]
```
